# The 1s Dirac–Coulomb state has a constant small-to-large ratio, but kinetic balance gives one that diverges at a point nucleus

Take the 1s state of a one-electron ion with a point nucleus of charge $Z$, in atomic units, with $c$ the speed of light and $0<Z<c$. Write the radial parts of its large and small components as $P/r$ and $Q/r$. Up to normalisation, $P=r^{\gamma}e^{-Zr}$ with $\gamma=\sqrt{1-Z^2/c^2}<1$, and $Q$ is a constant times $P$. Kinetic balance estimates $Q$ from $P$ as $(P'-P/r)/(2c)$. Since $P'/P=\gamma/r-Z$, the estimated ratio is

$$\frac{1}{2c}\left(\frac{\gamma-1}{r}-Z\right),$$

which goes to $-\infty$ as $r\to0^+$. I would like to see this made rigorous and machine-checked, including the claim that $P$ and $Q$ solve the Dirac equations. Can that be done in Lean?

## Yes: the divergence comes from a negative coefficient of 1/r

The argument works for any $k>0$ with $0<Z<kc$, where the Dirac quantum number is $\kappa=-k$; the 1s state is $k=1$. With the energy $E$ counted from the rest energy, the radial equations on $r>0$ are

$$c\left(P'-\frac{kP}{r}\right)=\left(2c^2+E+\frac Zr\right)Q,\qquad -c\left(Q'+\frac{kQ}{r}\right)-\frac Zr P=EP.$$

Set

$$\gamma=\sqrt{k^2-\frac{Z^2}{c^2}},\quad E=c^2\left(\frac{\gamma}{k}-1\right),\quad P=r^\gamma e^{-Zr/k},\quad Q=aP,\quad a=-\frac{Z}{c(k+\gamma)}.$$

From $0<Z<kc$ we get $0<\gamma<k$ and $c^2(k^2-\gamma^2)=Z^2$. The constant $a$ therefore satisfies two relations:

$$a\,c(k+\gamma)=-Z,\qquad Za=-\frac{c^2(k^2-\gamma^2)}{c(k+\gamma)}=c(\gamma-k).$$

Now insert $P'=(\gamma/r-Z/k)P$ and $Q'=aP'$, and divide by $P$. The first equation becomes

$$c\left(\frac{\gamma-k}{r}-\frac Zk\right)=a\left(\frac{c^2(k+\gamma)}{k}+\frac Zr\right).$$

Its $1/r$ terms agree by the second relation and its constant terms by the first. The second equation becomes

$$-ca\left(\frac{\gamma+k}{r}-\frac Zk\right)-\frac Zr=\frac{c^2(\gamma-k)}{k},$$

where the two relations exchange roles.

Kinetic balance gives

$$\frac{P'-kP/r}{2cP}=\frac{1}{2c}\left(\frac{\gamma-k}{r}-\frac Zk\right)\to-\infty\qquad(r\to0^+),$$

because $\gamma<k$. The source of the error is visible in the first radial equation. Dividing it by $2c^2$ shows that, for any solution,

$$\frac{P'-kP/r}{2c}=\left(1+\frac{E+Z/r}{2c^2}\right)Q.$$

Kinetic balance thus neglects $E+Z/r$ against $2c^2$, and near a point nucleus $Z/r$ is the larger of the two.

For $k=1$ the estimated small component itself diverges, not only its ratio to $P$. It equals $\frac{\gamma-1-Zr}{2c}\,e^{-Zr}\,r^{\gamma-1}$, a factor with a negative limit times a diverging power, while the exact $Q=aP$ tends to $0$ because $\gamma>0$. Here, as in the Lean code, "component" means the radial function with the factor $r$ included. In the spinor itself the exact small component $Q/r$ also diverges, as $r^{\gamma-1}$, and the estimated one diverges faster, as $r^{\gamma-2}$.

In the non-relativistic limit, $c\to\infty$ at fixed $Z$, $k$ and $r$, the correction factor tends to $1$ and the two small components agree to leading order. The agreement is not uniform in $r$: at any finite $c$ the factor is unbounded near the nucleus.

### How the Lean definitions read

`SolvesRadialDirac Z c k E P Q` says that at every $r>0$ both functions are differentiable and both radial equations hold. `kineticBalance c k P` is the estimate $(P'-kP/r)/(2c)$ for an arbitrary function $P$. The names `gam`, `energy`, `large`, `ratio` and `small` stand for $\gamma$, $E$, $P$, $a$ and $Q$. The filter `𝓝[>] 0` means $r\to0^+$, and `atBot` means $-\infty$.

The main theorem, `exact_ratio_constant_kineticBalance_diverges`, has three parts: the pair solves the equations, its ratio is the constant $a$, and the kinetic-balance ratio tends to $-\infty$. The theorem `balanced_component_diverges` treats the components themselves for $k=1$.

The hypothesis $Z<kc$ keeps $\gamma$ real and positive. The model is one electron in the field of a fixed point charge. The overall sign of $Q$ is a phase convention fixed by the equations as written; with the opposite convention, $a$ and the kinetic-balance estimate both change sign. Here $k$ may be any positive real number; physical states have integer $k$. The theorems concern solutions of the differential equations and do not address the spectrum or the self-adjointness of the Hamiltonian. The functions are unnormalised; multiplying both by

$$N=\left[\frac{k+\gamma}{2k}\,\frac{(2Z/k)^{2\gamma+1}}{\Gamma(2\gamma+1)}\right]^{1/2}$$

gives $\int_0^\infty(P^2+Q^2)\,dr=1$ and leaves every ratio unchanged.

```lean
import Mathlib

open Filter Topology

noncomputable section

namespace DiracCoulombKineticBalance

/-- The radial Dirac equations with `κ = -k` in the Coulomb potential `-Z/r`, with the energy `E`
counted from the rest energy, for a large component `P` and a small component `Q` on `r > 0`. -/
def SolvesRadialDirac (Z c k E : ℝ) (P Q : ℝ → ℝ) : Prop :=
  ∀ r : ℝ, 0 < r → DifferentiableAt ℝ P r ∧ DifferentiableAt ℝ Q r ∧
    c * (deriv P r - k * P r / r) = (2 * c ^ 2 + E + Z / r) * Q r ∧
    -c * (deriv Q r + k * Q r / r) - Z / r * P r = E * P r

/-- The small component that kinetic balance assigns to a large component `P`. -/
def kineticBalance (c k : ℝ) (P : ℝ → ℝ) (r : ℝ) : ℝ :=
  (deriv P r - k * P r / r) / (2 * c)

/-- The relativistic exponent `γ = sqrt (k² - Z²/c²)`. -/
def gam (Z c k : ℝ) : ℝ := √(k ^ 2 - Z ^ 2 / c ^ 2)

/-- The energy `c² (γ/k - 1)`, counted from the rest energy. -/
def energy (Z c k : ℝ) : ℝ := c ^ 2 * (gam Z c k / k - 1)

/-- The large component `r^γ exp(-Zr/k)`. -/
def large (Z c k r : ℝ) : ℝ := r ^ gam Z c k * Real.exp (-(Z * r / k))

/-- The constant `-Z / (c (k + γ))`. -/
def ratio (Z c k : ℝ) : ℝ := -Z / (c * (k + gam Z c k))

/-- The small component, a constant multiple of the large one. -/
def small (Z c k r : ℝ) : ℝ := ratio Z c k * large Z c k r

/-- For `0 < Z < kc` the exponent lies strictly between `0` and `k`, and
`c² (k² - γ²) = Z²`. -/
theorem gam_spec {Z c k : ℝ} (hZ : 0 < Z) (hk : 0 < k) (h : Z < k * c) :
    0 < c ∧ 0 < gam Z c k ∧ gam Z c k < k ∧ c ^ 2 * (k ^ 2 - gam Z c k ^ 2) = Z ^ 2 := by
  have hc : 0 < c := (mul_pos_iff_of_pos_left hk).1 (hZ.trans h)
  have hpos : 0 < k ^ 2 - Z ^ 2 / c ^ 2 := by
    rw [sub_pos, div_lt_iff₀ (by positivity)]
    nlinarith [mul_pos hk hc]
  have hs : gam Z c k ^ 2 = k ^ 2 - Z ^ 2 / c ^ 2 := Real.sq_sqrt hpos.le
  have hw : 0 < Z ^ 2 / c ^ 2 := by positivity
  have he : c ^ 2 * (Z ^ 2 / c ^ 2) = Z ^ 2 := by field_simp
  refine ⟨hc, Real.sqrt_pos.2 hpos, (Real.sqrt_lt' hk).2 (by linarith), ?_⟩
  rw [hs]
  linear_combination he

/-- The two algebraic relations between the constant `-Z / (c (k + γ))`, the charge and the
exponent. -/
theorem ratio_spec {Z c k : ℝ} (hZ : 0 < Z) (hk : 0 < k) (h : Z < k * c) :
    ratio Z c k * (c * (k + gam Z c k)) = -Z ∧
      Z * ratio Z c k = c * (gam Z c k - k) := by
  obtain ⟨hc, hg, -, hs⟩ := gam_spec hZ hk h
  have hne : c * (k + gam Z c k) ≠ 0 := by
    have : 0 < k + gam Z c k := by linarith
    positivity
  have ha : ratio Z c k * (c * (k + gam Z c k)) = -Z := div_mul_cancel₀ _ hne
  refine ⟨ha, mul_right_cancel₀ hne ?_⟩
  linear_combination Z * ha + hs

/-- The logarithmic derivative of the large component is `γ/r - Z/k`. -/
theorem hasDerivAt_large (Z c k : ℝ) {r : ℝ} (hr : 0 < r) :
    HasDerivAt (large Z c k) ((gam Z c k / r - Z / k) * large Z c k r) r := by
  have h1 : HasDerivAt (fun x : ℝ => x ^ gam Z c k) (gam Z c k * r ^ (gam Z c k - 1)) r :=
    Real.hasDerivAt_rpow_const (Or.inl hr.ne')
  have h2 : HasDerivAt (fun x : ℝ => Real.exp (-(Z * x / k)))
      (Real.exp (-(Z * r / k)) * (-(Z / k))) r :=
    ((((hasDerivAt_id' r).const_mul Z).div_const k).fun_neg.exp).congr_deriv (by ring)
  refine (h1.fun_mul h2).congr_deriv ?_
  simp only [large, Real.rpow_sub_one hr.ne']
  ring

/-- For every solution of the radial Dirac equations, kinetic balance returns the exact small
component multiplied by `1 + (E + Z/r) / (2c²)`. -/
theorem kineticBalance_of_solution {Z c k E : ℝ} {P Q : ℝ → ℝ} (hc : c ≠ 0)
    (h : SolvesRadialDirac Z c k E P Q) {r : ℝ} (hr : 0 < r) :
    kineticBalance c k P r = (1 + (E + Z / r) / (2 * c ^ 2)) * Q r := by
  obtain ⟨-, -, h1, -⟩ := h r hr
  have hr' : r ≠ 0 := hr.ne'
  unfold kineticBalance
  rw [div_eq_iff (mul_ne_zero two_ne_zero hc)]
  apply mul_left_cancel₀ hc
  rw [h1]
  field_simp
  ring

/-- Kinetic balance applied to the large component multiplies it by
`((γ - k)/r - Z/k) / (2c)`. -/
theorem kineticBalance_large (Z c k : ℝ) {r : ℝ} (hr : 0 < r) :
    kineticBalance c k (large Z c k) r =
      ((gam Z c k - k) / r - Z / k) / (2 * c) * large Z c k r := by
  unfold kineticBalance
  rw [(hasDerivAt_large Z c k hr).deriv]
  ring

/-- The pair `large`, `small` solves the radial Dirac–Coulomb equations at the energy
`c² (γ/k - 1)`. -/
theorem solves_dirac {Z c k : ℝ} (hZ : 0 < Z) (hk : 0 < k) (h : Z < k * c) :
    SolvesRadialDirac Z c k (energy Z c k) (large Z c k) (small Z c k) := by
  intro r hr
  obtain ⟨ha, hb⟩ := ratio_spec hZ hk h
  have hk1 : k * k⁻¹ = 1 := mul_inv_cancel₀ hk.ne'
  have hP := hasDerivAt_large Z c k hr
  have hQ : HasDerivAt (small Z c k)
      (ratio Z c k * ((gam Z c k / r - Z / k) * large Z c k r)) r := hP.const_mul _
  refine ⟨hP.differentiableAt, hQ.differentiableAt, ?_, ?_⟩
  -- the terms in 1/r and the constant terms cancel separately
  · rw [hP.deriv]
    simp only [small, energy]
    linear_combination (-(large Z c k r / r)) * hb - (c * large Z c k r / k) * ha
      + c ^ 2 * ratio Z c k * large Z c k r * hk1
  · rw [hQ.deriv]
    simp only [small, energy]
    linear_combination (-(large Z c k r / r)) * ha + (c * large Z c k r / k) * hb
      - c ^ 2 * large Z c k r * hk1

/-- For `0 < Z < kc` the pair `large`, `small` solves the radial Dirac–Coulomb equations with a
constant ratio of small to large component, whereas the ratio given by kinetic balance tends to
`-∞` at the nucleus. -/
theorem exact_ratio_constant_kineticBalance_diverges {Z c k : ℝ}
    (hZ : 0 < Z) (hk : 0 < k) (h : Z < k * c) :
    SolvesRadialDirac Z c k (energy Z c k) (large Z c k) (small Z c k) ∧
    (∀ r : ℝ, 0 < r → small Z c k r / large Z c k r = -Z / (c * (k + gam Z c k))) ∧
    Tendsto (fun r => kineticBalance c k (large Z c k) r / large Z c k r)
      (𝓝[>] 0) atBot := by
  obtain ⟨hc, -, hgk, -⟩ := gam_spec hZ hk h
  have hP : ∀ r : ℝ, 0 < r → large Z c k r ≠ 0 := fun r hr =>
    (mul_pos (Real.rpow_pos_of_pos hr _) (Real.exp_pos _)).ne'
  refine ⟨solves_dirac hZ hk h, fun r hr => mul_div_cancel_right₀ _ (hP r hr), ?_⟩
  -- the coefficient of 1/r is negative because γ < k
  have hneg : (gam Z c k - k) / (2 * c) < 0 :=
    div_neg_of_neg_of_pos (by linarith) (by positivity)
  have hinv : Tendsto (fun r : ℝ => r⁻¹) (𝓝[>] 0) atTop := tendsto_inv_nhdsGT_zero
  have hlim := tendsto_atBot_add_const_right _ (-(Z / k / (2 * c)))
    (hinv.const_mul_atTop_of_neg hneg)
  refine hlim.congr' ?_
  filter_upwards [self_mem_nhdsWithin] with r hr
  rw [kineticBalance_large Z c k hr, mul_div_cancel_right₀ _ (hP r hr)]
  ring

/-- For `k = 1` and `0 < Z < c` the exact small component vanishes at the nucleus, while the one
built by kinetic balance from the exact large component tends to `-∞` there. -/
theorem balanced_component_diverges {Z c : ℝ} (hZ : 0 < Z) (h : Z < c) :
    Tendsto (small Z c 1) (𝓝[>] 0) (𝓝 0) ∧
    Tendsto (kineticBalance c 1 (large Z c 1)) (𝓝[>] 0) atBot := by
  obtain ⟨hc, hg, hg1, -⟩ := gam_spec hZ one_pos (by linarith : Z < 1 * c)
  constructor
  · have h1 : Tendsto (fun r : ℝ => r ^ gam Z c 1) (𝓝 0) (𝓝 0) := by
      have h0 := (Real.continuousAt_rpow_const 0 (gam Z c 1) (Or.inr (by linarith))).tendsto
      simpa [Real.zero_rpow hg.ne'] using h0
    have h2 : Tendsto (fun r : ℝ => Real.exp (-(Z * r / 1))) (𝓝 0)
        (𝓝 (Real.exp (-(Z * 0 / 1)))) :=
      (by fun_prop : Continuous fun r : ℝ => Real.exp (-(Z * r / 1))).tendsto 0
    have h3 := (h1.mul h2).const_mul (ratio Z c 1)
    rw [zero_mul, mul_zero] at h3
    exact h3.mono_left nhdsWithin_le_nhds
  · -- a factor with a negative limit times the diverging power r^(γ - 1)
    have hneg : (gam Z c 1 - 1) / (2 * c) < 0 :=
      div_neg_of_neg_of_pos (by linarith) (by positivity)
    have hcont : Continuous fun r : ℝ =>
        (gam Z c 1 - 1 - Z * r) / (2 * c) * Real.exp (-(Z * r / 1)) := by fun_prop
    have f1 : Tendsto (fun r : ℝ =>
        (gam Z c 1 - 1 - Z * r) / (2 * c) * Real.exp (-(Z * r / 1)))
        (𝓝[>] 0) (𝓝 ((gam Z c 1 - 1) / (2 * c))) := by
      have h0 := (hcont.tendsto 0).mono_left (nhdsWithin_le_nhds (s := Set.Ioi 0))
      simpa using h0
    have f2 : Tendsto (fun r : ℝ => (r⁻¹) ^ (1 - gam Z c 1)) (𝓝[>] 0) atTop :=
      (tendsto_rpow_atTop (by linarith)).comp tendsto_inv_nhdsGT_zero
    refine (f1.neg_mul_atTop hneg f2).congr' ?_
    filter_upwards [self_mem_nhdsWithin] with r hr
    have hr0 : 0 < r := hr
    have hr1 : r * r⁻¹ = 1 := mul_inv_cancel₀ hr0.ne'
    have hp : (r⁻¹) ^ (1 - gam Z c 1) = r ^ gam Z c 1 / r := by
      rw [Real.inv_rpow hr0.le, ← Real.rpow_neg hr0.le, neg_sub, Real.rpow_sub_one hr0.ne']
    rw [kineticBalance_large Z c 1 hr0, hp]
    simp only [large]
    linear_combination
      (-(Z * r ^ gam Z c 1 * Real.exp (-(Z * r / 1)) / (2 * c))) * hr1

end DiracCoulombKineticBalance
```

```lean
#print axioms DiracCoulombKineticBalance.kineticBalance_of_solution
#print axioms DiracCoulombKineticBalance.exact_ratio_constant_kineticBalance_diverges
#print axioms DiracCoulombKineticBalance.balanced_component_diverges
```

```
'DiracCoulombKineticBalance.kineticBalance_of_solution' depends on axioms: [propext, Classical.choice, Quot.sound]
'DiracCoulombKineticBalance.exact_ratio_constant_kineticBalance_diverges' depends on axioms: [propext, Classical.choice, Quot.sound]
'DiracCoulombKineticBalance.balanced_component_diverges' depends on axioms: [propext, Classical.choice, Quot.sound]
```

### How the proof follows the derivation

`gam_spec` proves the bounds on $\gamma$ and the identity $c^2(k^2-\gamma^2)=Z^2$. `ratio_spec` proves the two relations for $a$: the first is the definition of $a$ with the denominator cleared, and the second follows from the first and that identity by cancelling the nonzero factor $c(k+\gamma)$. `hasDerivAt_large` is the product rule for $P$.

In `solves_dirac`, each equation is closed by one `linear_combination`. The relation multiplied by `large Z c k r / r` cancels the $1/r$ terms, and the one multiplied by `c * large Z c k r / k` cancels the constant terms, with the help of a third term that uses $k\,k^{-1}=1$ (`hk1`).

`kineticBalance_of_solution` is the correction-factor formula, derived from the first radial equation alone. `kineticBalance_large` is the closed form for the exact $P$. The main theorem then uses $r^{-1}\to\infty$, multiplies by the negative number $(\gamma-k)/(2c)$ and adds a constant. For $k=1$, the last theorem writes $r^{\gamma-1}$ as `(r⁻¹) ^ (1 - gam Z c 1)`, a positive power of a diverging quantity.

### What a basis-set code does with this operator

In restricted kinetic balance, the operator is applied to each large-component basis function, not to the exact $P$. For the Gaussian $re^{-\alpha r^2}$ with $k=1$ and $\alpha>0$, the $1/r$ terms cancel and the result is $-(\alpha/c)\,r^2e^{-\alpha r^2}$, which is regular at the nucleus. For a function $r^\gamma e^{-\lambda r}$ with the relativistic exponent, the term $(\gamma-1)/r$ survives. For $k=1$, the divergence therefore appears in each small-component function generated from a large-component function with the exact point-nucleus power of $r$, and is absent from each one generated from such a Gaussian.
